# Pitzer's reduced moment of a symmetric top as a kinetic-energy minimum

A molecule consists of a rigid frame and a rigid symmetric top. Its real symmetric inertia tensor about the centre of mass, with the top included, is $I$, and the frame rotates with angular velocity $w\in\mathbb R^3$. The top, with moment $a>0$ about its own axis $n$ (a unit vector fixed in the frame), turns about $n$ at rate $s$ relative to the frame. Twice the kinetic energy, without overall translation, is

$$2T(w,s)=w^TIw+2as\,n^Tw+as^2 .$$

Let $F=I-a\,nn^T$ be the tensor without the top's moment about its own axis. If $F$ is positive definite, then for every $s$

$$\min_w 2T(w,s)=r s^2,\qquad r=a\,(1-a\,n^TI^{-1}n)>0 .$$

The condition on $F$ says that overall rotation costs energy even when the top does not spin about $n$ in space. It fails when all frame atoms lie on the axis.

## The torsional kinetic term in a code

A one-dimensional hindered-rotor calculation with a rigid frame and one symmetric top can use $r$ as the constant in the kinetic operator $-\frac{\hbar^2}{2r}\frac{d^2}{d\phi^2}$, where $\phi$ is the torsion angle. Positivity of $r$ gives this term the correct sign. A computed $r\le 0$ therefore points to inconsistent input, such as an $I$ that omits the top, or to a frame on the axis.

## Completing the square about the recoil velocity

For any $x$, $x^TFx=x^TIx-a(n^Tx)^2$. Hence $x^TIx\ge x^TFx>0$ for $x\ne0$, so $I$ is positive definite and invertible.

Put $w_0=-as\,I^{-1}n$, so that $Iw_0=-as\,n$. By symmetry of $I$,

$$(w-w_0)^TI(w-w_0)=w^TIw+2as\,n^Tw+a^2s^2\,n^TI^{-1}n,$$

and therefore

$$2T(w,s)=(w-w_0)^TI(w-w_0)+rs^2 .$$

The first term is nonnegative and vanishes only at $w=w_0$, which gives the minimum.

For the sign of $r$, take $s=1$ and $w=w_0$:

$$r=2T(w_0,1)=w_0^TFw_0+a(n^Tw_0+1)^2 .$$

If $w_0\neq0$, the first term is positive; if $w_0=0$, the right side is $a>0$.

Conversely, let $I$ be positive definite and $r>0$, and take $x\ne0$. If $n^Tx=0$, then $x^TFx=x^TIx>0$. Otherwise the rate $s=-n^Tx$ gives $x^TFx=2T(x,s)\ge r(n^Tx)^2>0$.

The total angular momentum is $L=Iw+as\,n=I(w-w_0)$, so the minimum is reached exactly when $L=0$.

In principal axes with moments $d_i$, $I^{-1}$ is diagonal and $r=a(1-a\sum_i n_i^2/d_i)$. If $In=Jn$ with $n$ a unit vector, then $n^TI^{-1}n=1/J$ and $r=a(J-a)/J$.

For several symmetric tops on one frame, with moments $a_k$ and unit axes $n_k$, the same completion of the square, which the file does not carry out, replaces $r$ by the matrix $a_k\delta_{kl}-a_ka_l\,n_k^TI^{-1}n_l$.

## The Lean file

```lean
import Mathlib

open Matrix

namespace PitzerInternalRotor

noncomputable section

/-- The quadratic form of the tensor `A` is positive on every nonzero vector. -/
def PositiveForm (A : Matrix (Fin 3) (Fin 3) ℝ) : Prop :=
  ∀ x : Fin 3 → ℝ, x ≠ 0 → 0 < x ⬝ᵥ A *ᵥ x

/-- Twice the kinetic energy of a molecule with inertia tensor `I` and angular velocity `w`,
carrying a symmetric top of moment `a` that turns at the relative rate `s` about the axis `n`. -/
def twiceKinetic (I : Matrix (Fin 3) (Fin 3) ℝ) (a : ℝ) (n w : Fin 3 → ℝ) (s : ℝ) : ℝ :=
  w ⬝ᵥ I *ᵥ w + 2 * a * s * (n ⬝ᵥ w) + a * s ^ 2

/-- The total angular momentum of molecule and top. -/
def angularMomentum (I : Matrix (Fin 3) (Fin 3) ℝ) (a : ℝ) (n w : Fin 3 → ℝ) (s : ℝ) :
    Fin 3 → ℝ :=
  I *ᵥ w + (a * s) • n

/-- The inertia tensor with the top's moment about its own axis removed. -/
def frameTensor (I : Matrix (Fin 3) (Fin 3) ℝ) (a : ℝ) (n : Fin 3 → ℝ) :
    Matrix (Fin 3) (Fin 3) ℝ :=
  I - a • vecMulVec n n

/-- Pitzer's reduced moment of a symmetric internal rotor. -/
def reducedMoment (I : Matrix (Fin 3) (Fin 3) ℝ) (a : ℝ) (n : Fin 3 → ℝ) : ℝ :=
  a * (1 - a * (n ⬝ᵥ I⁻¹ *ᵥ n))

/-- The recoil angular velocity `-a s I⁻¹ n` of the molecule. -/
def recoil (I : Matrix (Fin 3) (Fin 3) ℝ) (a : ℝ) (n : Fin 3 → ℝ) (s : ℝ) : Fin 3 → ℝ :=
  (-(a * s)) • (I⁻¹ *ᵥ n)

variable {I : Matrix (Fin 3) (Fin 3) ℝ} {a : ℝ} {n : Fin 3 → ℝ}

/-- The quadratic form of the frame tensor at `x` is that of the full tensor minus `a (nᵀ x)²`. -/
theorem frame_form (I : Matrix (Fin 3) (Fin 3) ℝ) (a : ℝ) (n x : Fin 3 → ℝ) :
    x ⬝ᵥ frameTensor I a n *ᵥ x = x ⬝ᵥ I *ᵥ x - a * (n ⬝ᵥ x) ^ 2 := by
  simp only [frameTensor, Matrix.mulVec, dotProduct, Fin.sum_univ_three, Matrix.sub_apply,
    Matrix.smul_apply, vecMulVec_apply, smul_eq_mul]
  ring

/-- A tensor with positive quadratic form can be inverted on any vector. -/
theorem inertia_solve (hP : PositiveForm I) (n : Fin 3 → ℝ) : I *ᵥ (I⁻¹ *ᵥ n) = n := by
  have hdet : I.det ≠ 0 := by
    intro h
    obtain ⟨v, hv, h0⟩ := Matrix.exists_mulVec_eq_zero_iff.mpr h
    have := hP v hv
    rw [h0, dotProduct_zero] at this
    exact lt_irrefl _ this
  rw [Matrix.mulVec_mulVec, Matrix.mul_nonsing_inv I (isUnit_iff_ne_zero.mpr hdet),
    Matrix.one_mulVec]

/-- Twice the kinetic energy is a square about the recoil velocity plus twice the energy of a
one-dimensional rotor with the reduced moment. -/
theorem complete_square (hI : I.IsSymm) (hP : PositiveForm I) (a : ℝ) (n w : Fin 3 → ℝ)
    (s : ℝ) :
    twiceKinetic I a n w s =
      (w - recoil I a n s) ⬝ᵥ I *ᵥ (w - recoil I a n s) + reducedMoment I a n * s ^ 2 := by
  have hv := inertia_solve hP n
  -- symmetry moves the tensor to the other factor
  have hs : (I⁻¹ *ᵥ n) ⬝ᵥ I *ᵥ w = n ⬝ᵥ w := by
    rw [Matrix.dotProduct_mulVec, ← Matrix.mulVec_transpose, hI.eq, hv]
  simp only [twiceKinetic, recoil, reducedMoment, Matrix.mulVec_sub, Matrix.mulVec_smul,
    dotProduct_sub, sub_dotProduct, smul_dotProduct, dotProduct_smul, smul_eq_mul, hv, hs]
  rw [dotProduct_comm w n, dotProduct_comm (I⁻¹ *ᵥ n) n]
  ring

/-- For a symmetric inertia tensor and `a > 0`, the frame tensor is positive exactly when the
full inertia tensor and the reduced moment are both positive. -/
theorem frame_positive_iff (hI : I.IsSymm) (ha : 0 < a) :
    PositiveForm (frameTensor I a n) ↔ PositiveForm I ∧ 0 < reducedMoment I a n := by
  constructor
  · intro hF
    have hP : PositiveForm I := by
      intro x hx
      have h := hF x hx
      rw [frame_form] at h
      have h2 : 0 ≤ a * (n ⬝ᵥ x) ^ 2 := by positivity
      linarith
    refine ⟨hP, ?_⟩
    -- evaluate the energy at the recoil velocity for unit internal rate
    have h := complete_square hI hP a n (recoil I a n 1) 1
    rw [sub_self, zero_dotProduct] at h
    have hval : reducedMoment I a n = twiceKinetic I a n (recoil I a n 1) 1 := by
      linarith
    rw [hval]
    by_cases h0 : recoil I a n 1 = 0
    · rw [h0]
      simpa [twiceKinetic] using ha
    · have h1 := hF _ h0
      rw [frame_form] at h1
      have h2 : 0 ≤ a * (n ⬝ᵥ recoil I a n 1 + 1) ^ 2 := by positivity
      unfold twiceKinetic
      linarith
  · rintro ⟨hP, hr⟩ x hx
    rw [frame_form]
    by_cases hn : n ⬝ᵥ x = 0
    · rw [hn]
      have := hP x hx
      linarith
    · -- for a unit axis, this internal rate cancels the top's spin about `n` in space
      have h := complete_square hI hP a n x (-(n ⬝ᵥ x))
      have hq : 0 ≤ (x - recoil I a n (-(n ⬝ᵥ x))) ⬝ᵥ
          I *ᵥ (x - recoil I a n (-(n ⬝ᵥ x))) := by
        by_cases h0 : x - recoil I a n (-(n ⬝ᵥ x)) = 0
        · rw [h0, zero_dotProduct]
        · exact (hP _ h0).le
      have hpos : 0 < reducedMoment I a n * (-(n ⬝ᵥ x)) ^ 2 :=
        mul_pos hr (pow_pos_of_ne hn)
      unfold twiceKinetic at h
      linarith
where
  pow_pos_of_ne {t : ℝ} (ht : t ≠ 0) : 0 < (-t) ^ 2 := by
    have := neg_ne_zero.mpr ht
    positivity

/-- **Pitzer's reduced moment.** At each internal rate `s`, the least value of twice the kinetic
energy over all angular velocities is `a (1 - a nᵀ I⁻¹ n) s²`, with positive coefficient. -/
theorem pitzer_reduced_moment (hI : I.IsSymm) (ha : 0 < a)
    (hF : PositiveForm (frameTensor I a n)) :
    (∀ s : ℝ, IsLeast (Set.range fun w : Fin 3 → ℝ => twiceKinetic I a n w s)
      (a * (1 - a * (n ⬝ᵥ I⁻¹ *ᵥ n)) * s ^ 2)) ∧
    0 < a * (1 - a * (n ⬝ᵥ I⁻¹ *ᵥ n)) := by
  obtain ⟨hP, hr⟩ := (frame_positive_iff hI ha).mp hF
  refine ⟨fun s => ⟨⟨recoil I a n s, ?_⟩, ?_⟩, hr⟩
  · change twiceKinetic I a n (recoil I a n s) s = reducedMoment I a n * s ^ 2
    rw [complete_square hI hP, sub_self, zero_dotProduct, zero_add]
  · rintro _ ⟨w, rfl⟩
    change reducedMoment I a n * s ^ 2 ≤ twiceKinetic I a n w s
    rw [complete_square hI hP]
    by_cases h0 : w - recoil I a n s = 0
    · rw [h0, zero_dotProduct, zero_add]
    · have := hP _ h0
      linarith

/-- The kinetic energy takes its reduced value exactly when the total angular momentum
vanishes. -/
theorem minimum_iff_angularMomentum_zero (hI : I.IsSymm) (hP : PositiveForm I)
    (w : Fin 3 → ℝ) (s : ℝ) :
    twiceKinetic I a n w s = reducedMoment I a n * s ^ 2 ↔ angularMomentum I a n w s = 0 := by
  have hL : angularMomentum I a n w s = I *ᵥ (w - recoil I a n s) := by
    rw [angularMomentum, recoil, Matrix.mulVec_sub, Matrix.mulVec_smul, inertia_solve hP]
    module
  rw [complete_square hI hP, hL]
  constructor
  · intro h
    by_cases h0 : w - recoil I a n s = 0
    · rw [h0, Matrix.mulVec_zero]
    · have := hP _ h0
      linarith
  · intro h
    rw [h, dotProduct_zero, zero_add]

/-- In principal axes with nonzero principal moments `d i`, the reduced moment is
`a (1 - a ∑ nᵢ² / dᵢ)`. -/
theorem reducedMoment_principal_axes (a : ℝ) (n d : Fin 3 → ℝ) (hd : ∀ i, d i ≠ 0) :
    reducedMoment (Matrix.diagonal d) a n = a * (1 - a * ∑ i, n i ^ 2 / d i) := by
  have hinv : (Matrix.diagonal d)⁻¹ = Matrix.diagonal (fun i => (d i)⁻¹) := by
    apply Matrix.inv_eq_right_inv
    rw [Matrix.diagonal_mul_diagonal, ← Matrix.diagonal_one]
    congr 1
    funext i
    exact mul_inv_cancel₀ (hd i)
  have hsum : n ⬝ᵥ Matrix.diagonal (fun i => (d i)⁻¹) *ᵥ n = ∑ i, n i ^ 2 / d i := by
    unfold dotProduct
    refine Finset.sum_congr rfl fun i _ => ?_
    rw [Matrix.mulVec_diagonal]
    ring
  rw [reducedMoment, hinv, hsum]

/-- If the unit axis of the top is a principal axis of the molecule with moment `J`, the reduced
moment is `a (J - a) / J`. -/
theorem reducedMoment_coaxial (hI : I.IsSymm) (hP : PositiveForm I) (hn : n ⬝ᵥ n = 1)
    {J : ℝ} (hJ : I *ᵥ n = J • n) :
    reducedMoment I a n = a * (J - a) / J := by
  have hq : J * (n ⬝ᵥ I⁻¹ *ᵥ n) = 1 := by
    have h : (I⁻¹ *ᵥ n) ⬝ᵥ I *ᵥ n = n ⬝ᵥ n := by
      rw [Matrix.dotProduct_mulVec, ← Matrix.mulVec_transpose, hI.eq, inertia_solve hP]
    rw [hJ, dotProduct_smul, smul_eq_mul, hn, dotProduct_comm] at h
    exact h
  have hJ0 : J ≠ 0 := left_ne_zero_of_mul_eq_one hq
  rw [reducedMoment, eq_div_iff hJ0]
  linear_combination (-a ^ 2) * hq

end

end PitzerInternalRotor
```

```lean
#print axioms PitzerInternalRotor.pitzer_reduced_moment
#print axioms PitzerInternalRotor.minimum_iff_angularMomentum_zero
#print axioms PitzerInternalRotor.reducedMoment_principal_axes
#print axioms PitzerInternalRotor.reducedMoment_coaxial
```

```
'PitzerInternalRotor.pitzer_reduced_moment' depends on axioms: [propext, Classical.choice, Quot.sound]
'PitzerInternalRotor.minimum_iff_angularMomentum_zero' depends on axioms: [propext, Classical.choice, Quot.sound]
'PitzerInternalRotor.reducedMoment_principal_axes' depends on axioms: [propext, Classical.choice, Quot.sound]
'PitzerInternalRotor.reducedMoment_coaxial' depends on axioms: [propext, Classical.choice, Quot.sound]
```

## From the Lean statements to the rotor

In `pitzer_reduced_moment`, `IsLeast` over `Set.range` says that $rs^2$ is attained by some $w$ and is a lower bound for all $w$. `PositiveForm` concerns only the quadratic form, so symmetry is the separate hypothesis `I.IsSymm`. The unit length of `n` is assumed only in `reducedMoment_coaxial`; elsewhere the algebra does not need it, but `a` is the top's moment only for a unit axis.

`frame_form` expands $x^TFx$, and `inertia_solve` turns positivity into $I(I^{-1}n)=n$. `complete_square` moves $I$ across the dot product by symmetry, then finishes with `ring`. `frame_positive_iff` contains both sign arguments; its `by_cases` splits are the cases above. The main theorem inserts `recoil`, which is $w_0$, and bounds the remaining square. `minimum_iff_angularMomentum_zero` rewrites $L$ as $I(w-w_0)$, and the last two theorems give the principal-axis and coaxial formulas.

The kinetic energy is a definition here, not derived from atomic masses and positions. Asymmetric tops, whose rotation can change $I$, are not covered, nor are flexible frames, the torsional potential, the quantum operator or rounding error.
